# The Delta gauge of two Birch–Murnaghan curves: closed form, scaling and zeros

## Comparing two fitted curves

To test a pseudopotential against an all-electron reference, one computes the energy of a crystal at several volumes with each method, fits an equation of state to each set, and reduces the difference between the two fits to one number. The Delta gauge is one such number: the root-mean-square energy difference over a window of volumes, with each curve measured from its energy at its own equilibrium volume.

For Birch–Murnaghan fits the integral has a closed form, so a script needs only the fitted parameters and the ends of the window. The gauge is also proportional to a common factor in the two bulk moduli. For two solids with the same equilibrium volume and pressure derivative, compared over the same window, the same nonzero relative errors therefore give a larger Delta in the stiffer one. This dependence matters when one threshold is applied to many elements.

## The curves as short series

Let a curve have equilibrium volume $V_0>0$, bulk modulus $B_0$ and pressure derivative $B_1$. With $x=(V_0/V)^{2/3}$, its energy relative to that at $V_0$ is

$$E(V)=\frac{9V_0B_0}{16}\left[(x-1)^3B_1+(x-1)^2(6-4x)\right].$$

Expanding the two products gives

$$(x-1)^3=x^3-3x^2+3x-1,$$
$$(x-1)^2(6-4x)=-4x^3+14x^2-16x+6.$$

The bracket is therefore

$$(6-B_1)+(3B_1-16)x+(14-3B_1)x^2+(B_1-4)x^3.$$

Since $x^k=V_0^{2k/3}V^{-2k/3}$, the energy is $\sum_{k=0}^{3}C_kV^{-2k/3}$, where $C_k$ is the $k$-th number in this list times $\frac{9}{16}V_0B_0V_0^{2k/3}$.

For two curves $M$ and $N$, put $d_k=C_k^M-C_k^N$. Their energy difference is $D(V)=\sum_{k=0}^{3}d_kV^{-2k/3}$.

## The mean square and its scaling

Let the window be $0<V_1<V_2$, and let $p_{jk}=1-\frac{2(j+k)}{3}$. Squaring the series gives

$$D(V)^2=\sum_{j,k}d_jd_k\,V^{p_{jk}-1}.$$

If $p_{jk}$ were zero, that term would integrate to a logarithm. This would require $2(j+k)=3$, an even number equal to an odd one. Every term therefore integrates to a power, and

$$\Delta^2=\frac{1}{V_2-V_1}\int_{V_1}^{V_2}D^2\,dV=\sum_{j,k=0}^{3}d_jd_k\,\frac{V_2^{p_{jk}}-V_1^{p_{jk}}}{p_{jk}(V_2-V_1)}.$$

Each $C_k$ is linear in $B_0$. Multiplying both bulk moduli by $\lambda\ge0$ multiplies every $d_k$ by $\lambda$ and $D^2$ by $\lambda^2$, and the square root turns this into a factor $\lambda$ in $\Delta$.

For a series with only the constant term $d_0$, the exponent is $1$ and the mean square is $d_0^2$, as it should be for a constant offset.

## When Delta is zero

Suppose $\Delta=0$, with positive equilibrium volumes and bulk moduli. The integrand $D^2$ is continuous and non-negative, so $D$ vanishes throughout the window. In the variable $u=V^{-2/3}$, $D$ is a polynomial of degree at most three with infinitely many zeros, so every $d_k$ is zero and the two curves are the same polynomial in $u$.

Let $a$ and $c$ be the values of $V_0^{2/3}$ for $M$ and $N$, and $K$ and $L$ their prefactors $9V_0B_0/16$. Write $B_{1,M}$ and $B_{1,N}$ for the pressure derivatives. Curve $N$ is

$$P_N(u)=L(cu-1)^2\left[B_{1,N}(cu-1)+6-4cu\right].$$

Curve $M$ has a double zero at $u=1/a$, so $P_N$ has one there too. If $a\ne c$, then $P_N(1/a)=0$ forces

$$(c-a)B_{1,N}+6a-4c=0.$$

The square bracket in $P_N$ thus vanishes at $1/a$, and the derivative there reduces to

$$P_N'(1/a)=L\left(\frac ca-1\right)^2c\,(B_{1,N}-4)=0.$$

Hence $B_{1,N}=4$, and the previous equation becomes $2a=0$, a contradiction. So $a=c$, and the equilibrium volumes agree.

The coefficients for $k=0$ and $k=3$ now give $K(6-B_{1,M})=L(6-B_{1,N})$ and $K(B_{1,M}-4)=L(B_{1,N}-4)$. Their sum is $2K=2L$, so the bulk moduli agree, and the second equation then gives equal pressure derivatives.

## Evaluating the formula in a script

A script computes the four $C_k$ for each fit, subtracts them, and groups the products by $m=j+k$. Seven powers remain, with exponents $1,\frac13,-\frac13,-1,-\frac53,-\frac73,-3$. With volumes in Å$^3$ per atom and bulk moduli in eV/Å$^3$, Delta comes out in eV per atom. The individual terms can be much larger than their sum, so cancellation may cost digits; numerical quadrature of $D^2$ over the same window is a simple check.

## What the Lean statements say

An `EOS` is three real numbers, `V₀`, `B₀` and `B₁`, with no sign conditions built in. `EOS.energy` is the closed Birch–Murnaghan formula and `EOS.coeff` lists the $C_k$, with `k : Fin 4` running from 0 to 3. `Delta` is the square root of an actual integral divided by the width of the window, so the closed form is a theorem about it and not its definition.

- `delta_sq` gives the double sum for $\Delta^2$, assuming positive equilibrium volumes and $0<V_1<V_2$. The bulk moduli and pressure derivatives are arbitrary.
- `delta_scale` states both scaling laws for `l` $=\lambda\ge0$. The window and the other parameters stay fixed.
- `delta_eq_zero_iff` says that Delta vanishes exactly when `M = N`, meaning that all three parameters agree. It also assumes positive bulk moduli, the condition for each equilibrium volume to be a stable minimum.

The parameters are taken as given: neither the fit to computed energies nor its residual enters. A zero Delta identifies two fitted curves for one crystal; it does not establish that the pseudopotential transfers to other structures or chemical environments.

## The complete file

```lean
import Mathlib

open Set

namespace BirchMurnaghanDelta

noncomputable section

/-- Parameters of a Birch-Murnaghan equation of state: equilibrium volume `V₀`,
bulk modulus `B₀` and its pressure derivative `B₁`. -/
@[ext] structure EOS where
  V₀ : ℝ
  B₀ : ℝ
  B₁ : ℝ

/-- The Birch-Murnaghan energy at volume `V`, relative to the energy at `V₀`. -/
def EOS.energy (M : EOS) (V : ℝ) : ℝ :=
  9 * M.V₀ * M.B₀ / 16 * (((M.V₀ / V) ^ (2 / 3 : ℝ) - 1) ^ 3 * M.B₁
    + ((M.V₀ / V) ^ (2 / 3 : ℝ) - 1) ^ 2 * (6 - 4 * (M.V₀ / V) ^ (2 / 3 : ℝ)))

/-- The coefficient of `V^(-2k/3)` in the Birch-Murnaghan energy. -/
def EOS.coeff (M : EOS) (k : Fin 4) : ℝ :=
  9 * M.V₀ * M.B₀ / 16 *
    ((![6 - M.B₁, 3 * M.B₁ - 16, 14 - 3 * M.B₁, M.B₁ - 4] : Fin 4 → ℝ) k
      * (M.V₀ ^ (2 / 3 : ℝ)) ^ (k : ℕ))

/-- The equation of state with its bulk modulus multiplied by `l`. -/
def EOS.scale (M : EOS) (l : ℝ) : EOS := ⟨M.V₀, l * M.B₀, M.B₁⟩

/-- The series with terms `d k * V^(-2k/3)`. -/
def volumeSeries {n : ℕ} (d : Fin n → ℝ) (V : ℝ) : ℝ :=
  ∑ k, d k * V ^ (-2 * ((k : ℕ) : ℝ) / 3)

/-- The mean of the square of `f` over the volume window from `V1` to `V2`. -/
def meanSquare (f : ℝ → ℝ) (V1 V2 : ℝ) : ℝ :=
  (∫ V in V1..V2, f V ^ 2) / (V2 - V1)

/-- The Delta gauge: root-mean-square energy difference of two equations of state. -/
def Delta (M N : EOS) (V1 V2 : ℝ) : ℝ :=
  √(meanSquare (fun V => M.energy V - N.energy V) V1 V2)

/-- The exponent `p = 1 - 2(j+k)/3` of the integrated product of terms `j` and `k`. -/
def exponent (j k : ℕ) : ℝ := 1 - 2 * ((j : ℝ) + k) / 3

/-- The exponent `p` is never zero. -/
theorem exponent_ne_zero (j k : ℕ) : exponent j k ≠ 0 := by
  intro h
  unfold exponent at h
  have h2 : 2 * ((j : ℝ) + k) = 3 := by linarith
  have h3 : 2 * (j + k) = 3 := by exact_mod_cast h2
  omega

/-- At positive volume, `V^(-2k/3)` is the `k`-th power of `V^(-2/3)`. -/
theorem volume_pow {V : ℝ} (hV : 0 < V) (k : ℕ) :
    V ^ (-2 * (k : ℝ) / 3) = (V ^ (-2 / 3 : ℝ)) ^ k := by
  rw [← Real.rpow_natCast, ← Real.rpow_mul hV.le]
  congr 1
  ring

/-- The Birch-Murnaghan energy is a four-term series in powers of `V^(-2/3)`. -/
theorem energy_eq_series (M : EOS) (h0 : 0 < M.V₀) {V : ℝ} (hV : 0 < V) :
    M.energy V = volumeSeries M.coeff V := by
  have h : (M.V₀ / V) ^ (2 / 3 : ℝ) = M.V₀ ^ (2 / 3 : ℝ) * V ^ (-2 / 3 : ℝ) := by
    rw [Real.div_rpow h0.le hV.le, show (-2 / 3 : ℝ) = -(2 / 3) by norm_num,
      Real.rpow_neg hV.le, div_eq_mul_inv]
  simp only [EOS.energy, h, volumeSeries, volume_pow hV, Fin.sum_univ_four, EOS.coeff]
  generalize V ^ (-2 / 3 : ℝ) = x
  generalize M.V₀ ^ (2 / 3 : ℝ) = a
  simp
  ring

/-- Closed form of the mean square of a series in `V^(-2/3)` with any number of terms. -/
theorem meanSquare_series {n : ℕ} (d : Fin n → ℝ) {V1 V2 : ℝ} (h1 : 0 < V1) (h12 : V1 < V2) :
    meanSquare (volumeSeries d) V1 V2 = ∑ j : Fin n, ∑ k : Fin n,
      d j * d k * (V2 ^ exponent j k - V1 ^ exponent j k) / (exponent j k * (V2 - V1)) := by
  have h0 : (0 : ℝ) ∉ uIcc V1 V2 := by
    rw [uIcc_of_le h12.le]
    exact fun h => absurd h.1 (not_le_of_gt h1)
  have hi : ∀ q : Fin n × Fin n, IntervalIntegrable
      (fun V : ℝ => d q.1 * d q.2 * V ^ (exponent q.1 q.2 - 1)) MeasureTheory.volume V1 V2 :=
    fun q => (intervalIntegral.intervalIntegrable_rpow (Or.inr h0)).const_mul _
  -- expand the square into pure powers of the volume
  have hs : ∫ V in V1..V2, volumeSeries d V ^ 2 = ∫ V in V1..V2,
      ∑ q : Fin n × Fin n, d q.1 * d q.2 * V ^ (exponent q.1 q.2 - 1) := by
    apply intervalIntegral.integral_congr
    intro V hV
    rw [uIcc_of_le h12.le] at hV
    have hp : 0 < V := h1.trans_le hV.1
    simp only [volumeSeries, sq, Finset.sum_mul_sum, Fintype.sum_prod_type]
    refine Finset.sum_congr rfl fun j _ => Finset.sum_congr rfl fun k _ => ?_
    rw [show exponent j k - 1 = -2 * ((j : ℕ) : ℝ) / 3 + -2 * ((k : ℕ) : ℝ) / 3 by
      unfold exponent; ring, Real.rpow_add hp]
    ring
  rw [meanSquare, hs, intervalIntegral.integral_finsetSum (fun q _ => hi q),
    Finset.sum_div, Fintype.sum_prod_type]
  refine Finset.sum_congr rfl fun j _ => Finset.sum_congr rfl fun k _ => ?_
  -- no term integrates to a logarithm
  have hr : exponent j k - 1 ≠ -1 := fun h => exponent_ne_zero j k (by linarith)
  rw [intervalIntegral.integral_const_mul, integral_rpow (Or.inr ⟨hr, h0⟩), sub_add_cancel,
    ← mul_div_assoc, div_div]

/-- The mean square of the series vanishes exactly when all its coefficients vanish. -/
theorem meanSquare_series_eq_zero_iff {n : ℕ} (d : Fin n → ℝ) {V1 V2 : ℝ}
    (h1 : 0 < V1) (h12 : V1 < V2) : meanSquare (volumeSeries d) V1 V2 = 0 ↔ d = 0 := by
  constructor
  swap
  · rintro rfl
    simp [meanSquare, volumeSeries]
  intro h
  have hc : ContinuousOn (fun V => volumeSeries d V ^ 2) (Icc V1 V2) := by
    unfold volumeSeries
    refine ContinuousOn.pow (continuousOn_finsetSum _ fun k _ =>
      ContinuousOn.mul continuousOn_const ?_) 2
    exact fun V hV => (Real.continuousAt_rpow_const V _
      (Or.inl (h1.trans_le hV.1).ne')).continuousWithinAt
  have hz : ∀ V ∈ Icc V1 V2, volumeSeries d V = 0 := by
    intro V hV
    by_contra hne
    have hpos := intervalIntegral.integral_pos h12 hc (fun _ _ => sq_nonneg _)
      ⟨V, hV, (sq_nonneg _).lt_of_ne' (pow_ne_zero 2 hne)⟩
    exact (div_pos hpos (sub_pos.2 h12)).ne' h
  -- sample the window at n distinct volumes and use the Vandermonde determinant
  have hn : ∀ j : Fin n, (0 : ℝ) < n := fun j => by exact_mod_cast Fin.pos j
  have hW : ∀ j : Fin n, V1 + (V2 - V1) * (((j : ℕ) : ℝ) / n) ∈ Icc V1 V2 := by
    intro j
    have ha : ((j : ℕ) : ℝ) / n ≤ 1 := (div_le_one (hn j)).2 (by exact_mod_cast j.isLt.le)
    have hb : 0 ≤ ((j : ℕ) : ℝ) / n := by positivity
    constructor <;> nlinarith
  apply Matrix.eq_zero_of_forall_index_sum_pow_mul_eq_zero
    (f := fun j : Fin n => (V1 + (V2 - V1) * (((j : ℕ) : ℝ) / n)) ^ (-2 / 3 : ℝ))
  · intro i j hij
    have e := Real.rpow_left_injOn (show (-2 / 3 : ℝ) ≠ 0 by norm_num)
      (h1.le.trans (hW i).1) (h1.le.trans (hW j).1) hij
    have e2 := mul_left_cancel₀ (sub_pos.2 h12).ne' (add_left_cancel e)
    have e3 := (div_left_inj' (hn i).ne').1 e2
    exact Fin.ext (by exact_mod_cast e3)
  · intro j
    have e := hz _ (hW j)
    simp only [volumeSeries, volume_pow (h1.trans_le (hW j).1)] at e
    exact (Finset.sum_congr rfl fun _ _ => mul_comm _ _).trans e

/-- The mean-square energy difference is that of the series of coefficient differences. -/
theorem meanSquare_energy_sub (M N : EOS) (hM : 0 < M.V₀) (hN : 0 < N.V₀) {V1 V2 : ℝ}
    (h1 : 0 < V1) (h12 : V1 < V2) :
    meanSquare (fun V => M.energy V - N.energy V) V1 V2
      = meanSquare (volumeSeries (M.coeff - N.coeff)) V1 V2 := by
  unfold meanSquare
  congr 1
  apply intervalIntegral.integral_congr
  intro V hV
  rw [uIcc_of_le h12.le] at hV
  have hp : 0 < V := h1.trans_le hV.1
  simp only [energy_eq_series M hM hp, energy_eq_series N hN hp, volumeSeries,
    Pi.sub_apply, sub_mul, Finset.sum_sub_distrib]

/-- Closed form of the squared Delta gauge of two Birch-Murnaghan curves. -/
theorem delta_sq (M N : EOS) (hM : 0 < M.V₀) (hN : 0 < N.V₀) {V1 V2 : ℝ}
    (h1 : 0 < V1) (h12 : V1 < V2) :
    Delta M N V1 V2 ^ 2 = ∑ j : Fin 4, ∑ k : Fin 4,
      (M.coeff - N.coeff) j * (M.coeff - N.coeff) k *
        (V2 ^ exponent j k - V1 ^ exponent j k) / (exponent j k * (V2 - V1)) := by
  rw [← meanSquare_series _ h1 h12, ← meanSquare_energy_sub M N hM hN h1 h12, Delta]
  exact Real.sq_sqrt (div_nonneg
    (intervalIntegral.integral_nonneg h12.le fun _ _ => sq_nonneg _) (sub_pos.2 h12).le)

/-- Multiplying both bulk moduli by `l ≥ 0` multiplies every coefficient difference and the Delta
gauge by `l`. -/
theorem delta_scale (M N : EOS) {l : ℝ} (hl : 0 ≤ l) (V1 V2 : ℝ) :
    (M.scale l).coeff - (N.scale l).coeff = l • (M.coeff - N.coeff) ∧
      Delta (M.scale l) (N.scale l) V1 V2 = l * Delta M N V1 V2 := by
  constructor
  · ext k
    simp only [EOS.coeff, EOS.scale, Pi.sub_apply, Pi.smul_apply, smul_eq_mul]
    ring
  · have h : ∀ V, ((M.scale l).energy V - (N.scale l).energy V) ^ 2
        = l ^ 2 * (M.energy V - N.energy V) ^ 2 := by
      intro V
      simp only [EOS.energy, EOS.scale]
      ring
    simp only [Delta, meanSquare, h, intervalIntegral.integral_const_mul]
    rw [mul_div_assoc, Real.sqrt_mul (sq_nonneg l), Real.sqrt_sq hl]

/-- For positive `a`, `c`, `K` and `L`, equal coefficients force `a = c`, equal prefactors `K = L`
and equal pressure derivatives `p = q`. -/
theorem parameters_unique {a c K L p q : ℝ} (ha : 0 < a) (hc : 0 < c) (hK : 0 < K) (hL : 0 < L)
    (e0 : K * ((6 - p) * a ^ 0) = L * ((6 - q) * c ^ 0))
    (e1 : K * ((3 * p - 16) * a ^ 1) = L * ((3 * q - 16) * c ^ 1))
    (e2 : K * ((14 - 3 * p) * a ^ 2) = L * ((14 - 3 * q) * c ^ 2))
    (e3 : K * ((p - 4) * a ^ 3) = L * ((q - 4) * c ^ 3)) : a = c ∧ K = L ∧ p = q := by
  have hac : a = c := by
    by_contra hne
    have hs : c - a ≠ 0 := sub_ne_zero.2 (Ne.symm hne)
    -- the minimum of the first curve would be a second double zero of the other one
    have h : L * (c - a) ^ 2 * ((c - a) * q + 6 * a - 4 * c) = 0 := by
      linear_combination -(a ^ 3) * e0 - a ^ 2 * e1 - a * e2 - e3
    have hG := (mul_eq_zero.1 h).resolve_left (mul_ne_zero hL.ne' (pow_ne_zero 2 hs))
    have h' : L * c * (c - a) ^ 2 * (q - 4) = 0 := by
      linear_combination -(a ^ 2) * e1 - 2 * a * e2 - 3 * e3 - 2 * L * c * (c - a) * hG
    have hq := (mul_eq_zero.1 h').resolve_left
      (mul_ne_zero (mul_ne_zero hL.ne' hc.ne') (pow_ne_zero 2 hs))
    have : 2 * a = 0 := by linear_combination hG - (c - a) * hq
    linarith
  subst hac
  have e3' : K * (p - 4) = L * (q - 4) :=
    mul_right_cancel₀ (pow_pos ha 3).ne' (by linear_combination e3)
  have hKL : K = L := by linear_combination (e0 + e3') / 2
  subst hKL
  exact ⟨rfl, rfl, by linarith [mul_left_cancel₀ hK.ne' e3']⟩

/-- For positive equilibrium volumes and bulk moduli, the Delta gauge vanishes exactly
when the two equations of state have the same three parameters. -/
theorem delta_eq_zero_iff (M N : EOS) (hM : 0 < M.V₀) (hN : 0 < N.V₀) (hMB : 0 < M.B₀)
    (hNB : 0 < N.B₀) {V1 V2 : ℝ} (h1 : 0 < V1) (h12 : V1 < V2) :
    Delta M N V1 V2 = 0 ↔ M = N := by
  constructor
  swap
  · rintro rfl
    simp [Delta, meanSquare]
  intro h
  have hnn : 0 ≤ meanSquare (fun V => M.energy V - N.energy V) V1 V2 := div_nonneg
    (intervalIntegral.integral_nonneg h12.le fun _ _ => sq_nonneg _) (sub_pos.2 h12).le
  have hz := (Real.sqrt_eq_zero hnn).1 h
  rw [meanSquare_energy_sub M N hM hN h1 h12, meanSquare_series_eq_zero_iff _ h1 h12] at hz
  have hco : M.coeff = N.coeff := sub_eq_zero.1 hz
  obtain ⟨ha, hK, hp⟩ := parameters_unique (p := M.B₁) (q := N.B₁)
    (Real.rpow_pos_of_pos hM (2 / 3)) (Real.rpow_pos_of_pos hN (2 / 3))
    (show 0 < 9 * M.V₀ * M.B₀ / 16 by positivity) (show 0 < 9 * N.V₀ * N.B₀ / 16 by positivity)
    (congrFun hco 0) (congrFun hco 1) (congrFun hco 2) (congrFun hco 3)
  have hV : M.V₀ = N.V₀ :=
    Real.rpow_left_injOn (show (2 / 3 : ℝ) ≠ 0 by norm_num) hM.le hN.le ha
  rw [hV] at hK
  have hB : M.B₀ = N.B₀ := mul_left_cancel₀ hN.ne' (by linarith)
  exact EOS.ext hV hB hp

end

end BirchMurnaghanDelta
```

```lean
#print axioms BirchMurnaghanDelta.delta_sq
#print axioms BirchMurnaghanDelta.delta_scale
#print axioms BirchMurnaghanDelta.delta_eq_zero_iff
```

```
'BirchMurnaghanDelta.delta_sq' depends on axioms: [propext, Classical.choice, Quot.sound]
'BirchMurnaghanDelta.delta_scale' depends on axioms: [propext, Classical.choice, Quot.sound]
'BirchMurnaghanDelta.delta_eq_zero_iff' depends on axioms: [propext, Classical.choice, Quot.sound]
```

## How the proof follows the derivation

**Powers and coefficients.** `exponent_ne_zero` turns $p_{jk}=0$ into the integer equation $2(j+k)=3$, which `omega` refutes. `volume_pow` identifies $V^{-2k/3}$ with $(V^{-2/3})^k$ at positive volume. In `energy_eq_series`, $(V_0/V)^{2/3}$ is split into its two factors, these are replaced by plain variables, and `ring` checks the polynomial expansion.

**Integration.** `meanSquare_series` treats a series with any number of terms. It rewrites the squared series as a double sum of powers, exchanges sum and integral, and applies `integral_rpow`. That rule needs an exponent different from $-1$, which is where `exponent_ne_zero` enters. `meanSquare_energy_sub` replaces the energy difference by the series with coefficients $d_k$, and `delta_sq` combines the two results, using non-negativity of the mean square to undo the square root.

**Scaling.** The first part of `delta_scale` follows from the formula for the coefficients. The second works from the energy formula directly: it takes $\lambda^2$ out of the integral and uses $\lambda\ge0$ to simplify $\sqrt{\lambda^2}$ to $\lambda$.

**Vanishing coefficients.** In `meanSquare_series_eq_zero_iff`, a nonzero value of the series anywhere in the window would make the integral positive. The polynomial argument is then carried out with finitely many points: the series is sampled at $n$ distinct volumes for $n$ coefficients, and the Vandermonde lemma makes all the coefficients zero.

**Recovering the parameters.** `parameters_unique` contains the double-zero argument, with `p` and `q` standing for the two pressure derivatives. Its first `linear_combination` is the value of the polynomial at $1/a$ multiplied by $a^3$; the second is the derivative there multiplied by $a^2$, with a multiple of `hG`, the vanishing of the square bracket, removing the term that contains that bracket. `delta_eq_zero_iff` feeds in the four coefficient equations and recovers $V_0$ from $V_0^{2/3}$, then $B_0$ from the prefactor.
